# For real symmetric $A$ with positive diagonal part $D$, the powers of $1-D^{-1}A$ tend to zero exactly when $A$ and $2D-A$ are positive definite

## Induced dipoles and the decay of errors

Induced dipoles in a polarisable model can be found by letting each site respond repeatedly to the field of the others; convergence of this process from every starting guess is modelled here as decay of the powers of one matrix. Let $x$ collect the dipole components and $b$ the external field. The equations are $Ax=b$, where the diagonal part $D$ of $A$ holds the inverse polarisabilities (isotropic sites) and the rest holds the dipole couplings. A positive diagonal means that each isolated site has a positive, finite polarisability.

The Jacobi update is $x_{k+1}=Jx_k+D^{-1}b$ with $J=1-D^{-1}A$. If $x_*$ solves $Ax_*=b$, the error $e_k=x_k-x_*$ obeys $e_k=J^ke_0$. This relation links the theorem to the iteration and is not formalised below.

For a finite set of linearly responding sites, positive definite $A$ means that the energy $\tfrac12x\cdot Ax-b\cdot x$ has a unique minimum. The iteration can still fail to reach it.

## Reduction to a symmetric matrix

Put $W=D^{1/2}$, $V=W^{-1}$ and $S=1-VAV$. Then $S$ is symmetric and $WJ=SW$, so $J^k=VS^kW$. Hence $J^k\to0$ exactly when $S^k\to0$.

## Decay for symmetric $S$

The claim is that $S^k\to0$ exactly when $|y\cdot Sy|<y\cdot y$ for all $y\neq0$.

Suppose $|y\cdot Sy|\ge y\cdot y$ for some $y\ne0$. By Cauchy–Schwarz and symmetry,
$$(y\cdot S^my)^2\le(y\cdot y)(S^my\cdot S^my)=(y\cdot y)(y\cdot S^{2m}y).$$
If $|y\cdot S^my|\ge y\cdot y$, dividing by $y\cdot y$ gives $y\cdot S^{2m}y\ge y\cdot y$. Starting from $m=1$, this holds along all powers $2^k$, so $S^k\not\to0$.

Conversely, assume the strict bound. For an eigenvector $Sv=\lambda v$ it gives $|\lambda|\,v\cdot v<v\cdot v$, so $|\lambda|<1$. Expand the $j$-th basis vector in orthonormal eigenvectors as $\sum_lc_lv_l$. Then
$$(S^k)_{ij}=\sum_lc_l\lambda_l^k(v_l)_i\to0.$$

## Two positivity conditions

With $y=Wx$, one finds $y\cdot y=x\cdot Dx$ and $y\cdot Sy=x\cdot Dx-x\cdot Ax$. The bound becomes
$$0<x\cdot Ax<2\,x\cdot Dx\qquad(x\ne0).$$
The left inequality says that $A$ is positive definite, the right one that $2D-A$ is.

## Three coupled sites

This schematic example keeps one dipole component per site; it is not the full matrix of three isotropic sites in space. Take unit diagonal and coupling $1/2$ between every pair. Then $x\cdot Ax=\tfrac12\left(x\cdot x+(x_0+x_1+x_2)^2\right)>0$ for $x\neq0$. For the normalised uniform vector, however, $x\cdot Ax=2=2\,x\cdot Dx$, and the strict upper bound fails. Here $Jx=-x$: a uniform error changes sign at each step and never shrinks.

## A negative diagonal entry

A merely nonzero diagonal is not enough for the equivalence. For the $1\times1$ matrix $A=(-1)$ we have $J=0$, whose powers tend to zero, yet $A$ is not positive definite.

## The statement in Lean

In `jacobi_pow_tendsto_zero_iff`, `n` is a finite index type, not a number. The hypotheses `hA` and `hD` state symmetry and a positive diagonal; `diagPart A` is $D$ and `jacobiMatrix A` is $J$. `Tendsto … (𝓝 0)` means convergence of every entry to zero, and `PosDef` includes symmetry. The theorem gives no rate and treats neither under-relaxed (damped) updates nor rounding. Damped dipole couplings are covered as long as $A$ stays symmetric with a positive diagonal.

```lean
import Mathlib

open Matrix Filter Topology

namespace JacobiConvergence

noncomputable section

variable {n : Type*} [Fintype n] [DecidableEq n]

/-- The diagonal part `D` of a matrix `A`. -/
def diagPart (A : Matrix n n ℝ) : Matrix n n ℝ := diagonal fun i => A i i

/-- The Jacobi matrix `1 - D⁻¹ A`, for matrices `A` without zeros on the diagonal. -/
def jacobiMatrix (A : Matrix n n ℝ) : Matrix n n ℝ := 1 - (diagPart A)⁻¹ * A

omit [DecidableEq n] in
/-- A real symmetric matrix can be moved from one side of the scalar product to the other. -/
theorem symm_dot {M : Matrix n n ℝ} (hM : M.IsSymm) (u v : n → ℝ) :
    (M *ᵥ u) ⬝ᵥ v = u ⬝ᵥ M *ᵥ v := by
  rw [Matrix.dotProduct_mulVec, ← Matrix.mulVec_transpose, hM.eq]

omit [DecidableEq n] in
/-- A nonzero real vector has positive squared length. -/
theorem dot_self_pos {x : n → ℝ} (hx : x ≠ 0) : 0 < x ⬝ᵥ x :=
  lt_of_le_of_ne (Finset.sum_nonneg fun i _ => mul_self_nonneg (x i))
    fun h => hx (dotProduct_self_eq_zero.1 h.symm)

omit [DecidableEq n] in
/-- A real symmetric matrix is positive definite exactly when its quadratic form is positive
on every nonzero vector. -/
theorem posDef_iff_energy {M : Matrix n n ℝ} (hM : M.IsSymm) :
    M.PosDef ↔ ∀ x : n → ℝ, x ≠ 0 → 0 < x ⬝ᵥ M *ᵥ x := by
  rw [Matrix.posDef_iff_dotProduct_mulVec]
  constructor
  · intro h x hx
    simpa only [star_trivial] using h.2 hx
  · intro h
    refine ⟨Matrix.IsHermitian.ext fun i j => (star_trivial _).trans (hM.apply i j), ?_⟩
    intro x hx
    simpa only [star_trivial] using h x hx

/-- For a real symmetric matrix `S`, every vector `x` and every natural number `m`, the square of
`x·(S ^ m)x` is at most `x·x` times `x·(S ^ (2 * m))x`. -/
theorem expectation_sq_le {S : Matrix n n ℝ} (hS : S.IsSymm) (x : n → ℝ) (m : ℕ) :
    (x ⬝ᵥ S ^ m *ᵥ x) ^ 2 ≤ (x ⬝ᵥ x) * (x ⬝ᵥ S ^ (2 * m) *ᵥ x) := by
  have hM : (S ^ m).IsSymm := by
    rw [Matrix.IsSymm, Matrix.transpose_pow, hS.eq]
  rw [two_mul, pow_add, ← Matrix.mulVec_mulVec, ← symm_dot hM x (S ^ m *ᵥ x)]
  have h := Finset.sum_mul_sq_le_sq_mul_sq Finset.univ x (S ^ m *ᵥ x)
  simpa only [dotProduct, ← sq] using h

/-- The powers of a real symmetric matrix `S` tend to zero exactly when `|x·Sx| < x·x` for
every nonzero vector `x`. -/
theorem symm_pow_tendsto_zero_iff {S : Matrix n n ℝ} (hS : S.IsSymm) :
    Tendsto (fun k : ℕ => S ^ k) atTop (𝓝 0) ↔
      ∀ x : n → ℝ, x ≠ 0 → |x ⬝ᵥ S *ᵥ x| < x ⬝ᵥ x := by
  constructor
  · intro h x hx
    by_contra hcon
    have hpos := dot_self_pos hx
    -- since `|x·Sx|` is at least `x·x`, so is `|x·(S ^ (2 ^ k))x|` for every `k`
    have hgrow : ∀ k : ℕ, x ⬝ᵥ x ≤ |x ⬝ᵥ S ^ (2 ^ k) *ᵥ x| := by
      intro k
      induction k with
      | zero => simpa only [pow_zero, pow_one] using not_lt.1 hcon
      | succ k ih =>
        have h2 := pow_le_pow_left₀ hpos.le ih 2
        rw [sq_abs] at h2
        rw [pow_succ' 2 k]
        refine le_trans (le_of_mul_le_mul_left ?_ hpos) (le_abs_self _)
        rw [← sq]
        exact h2.trans (expectation_sq_le hS x (2 ^ k))
    have hcont : Continuous fun M : Matrix n n ℝ => x ⬝ᵥ M *ᵥ x := by
      simp only [dotProduct, Matrix.mulVec]
      exact continuous_finsetSum _ fun i _ => continuous_const.mul
        (continuous_finsetSum _ fun j _ => (continuous_id.matrix_elem i j).mul continuous_const)
    obtain ⟨N, hN⟩ := Metric.tendsto_atTop.1 ((hcont.tendsto 0).comp h) _ hpos
    have h3 := hN (2 ^ N) Nat.lt_two_pow_self.le
    simp only [Function.comp_apply, Matrix.zero_mulVec, dotProduct_zero, Real.dist_eq,
      sub_zero] at h3
    exact absurd h3 (not_lt_of_ge (hgrow N))
  · intro h
    have hH : S.IsHermitian :=
      Matrix.IsHermitian.ext fun i j => (star_trivial _).trans (hS.apply i j)
    let b := hH.eigenvectorBasis
    let v : n → n → ℝ := fun l => (b l).ofLp
    have hv : ∀ l, S *ᵥ v l = hH.eigenvalues l • v l := fun l => hH.mulVec_eigenvectorBasis l
    -- every eigenvalue lies strictly between -1 and 1
    have hlt : ∀ l, |hH.eigenvalues l| < 1 := by
      intro l
      have hne : v l ≠ 0 := fun h0 => b.orthonormal.ne_zero l (by ext i; exact congrFun h0 i)
      have hpos := dot_self_pos hne
      have h1 := h (v l) hne
      rw [hv, dotProduct_smul, smul_eq_mul, abs_mul, abs_of_pos hpos] at h1
      nlinarith
    have hpow : ∀ (k : ℕ) l, S ^ k *ᵥ v l = hH.eigenvalues l ^ k • v l := by
      intro k l
      induction k with
      | zero => simp
      | succ k ih =>
        rw [pow_succ, ← Matrix.mulVec_mulVec, hv, Matrix.mulVec_smul, ih, smul_smul, pow_succ']
    refine tendsto_pi_nhds.2 fun i => tendsto_pi_nhds.2 fun j => ?_
    -- expand the basis vector `j` in eigenvectors
    obtain ⟨c, hc⟩ : ∃ c : n → ℝ, (Pi.single j 1 : n → ℝ) = ∑ l, c l • v l := by
      refine ⟨fun l => b.repr (WithLp.toLp 2 (Pi.single j 1)) l, ?_⟩
      have h1 := congrArg (WithLp.linearEquiv 2 ℝ (n → ℝ))
        (b.sum_repr (WithLp.toLp 2 (Pi.single j 1)))
      simp only [map_sum, map_smul] at h1
      exact h1.symm
    have hentry : ∀ k : ℕ, (S ^ k) i j = ∑ l, c l * (hH.eigenvalues l ^ k * v l i) := by
      intro k
      have h1 : (S ^ k) i j = (S ^ k *ᵥ (Pi.single j 1 : n → ℝ)) i := by simp
      rw [h1, hc, ← Matrix.mulVecLin_apply, map_sum, Finset.sum_apply]
      refine Finset.sum_congr rfl fun l _ => ?_
      rw [map_smul, Matrix.mulVecLin_apply, hpow]
      rfl
    have hsum : Tendsto (fun k : ℕ => ∑ l, c l * (hH.eigenvalues l ^ k * v l i)) atTop
        (𝓝 (∑ l, c l * (0 * v l i))) :=
      tendsto_finsetSum _ fun l _ =>
        ((tendsto_pow_atTop_nhds_zero_of_abs_lt_one (hlt l)).mul_const _).const_mul _
    simp only [zero_mul, mul_zero, Finset.sum_const_zero] at hsum
    exact hsum.congr fun k => (hentry k).symm

/-- For a real symmetric `A` with positive diagonal part `D`, the powers of the Jacobi matrix
tend to zero exactly when `0 < x·Ax < 2 x·Dx` for every nonzero vector `x`. -/
theorem jacobi_energy_iff {A : Matrix n n ℝ} (hA : A.IsSymm) (hD : ∀ i, 0 < A i i) :
    Tendsto (fun k : ℕ => jacobiMatrix A ^ k) atTop (𝓝 0) ↔
      ∀ x : n → ℝ, x ≠ 0 →
        0 < x ⬝ᵥ A *ᵥ x ∧ x ⬝ᵥ A *ᵥ x < 2 * (x ⬝ᵥ diagPart A *ᵥ x) := by
  -- `W` is the square root of `D`, and `V` is its inverse
  obtain ⟨W, V, hWt, hVt, hWW, hWV⟩ : ∃ W V : Matrix n n ℝ,
      W.IsSymm ∧ V.IsSymm ∧ W * W = diagPart A ∧ W * V = 1 := by
    refine ⟨diagonal fun i => √(A i i), diagonal fun i => (√(A i i))⁻¹,
      Matrix.isSymm_diagonal _, Matrix.isSymm_diagonal _, ?_, ?_⟩
    · rw [Matrix.diagonal_mul_diagonal, diagPart]
      congr 1
      funext i
      exact Real.mul_self_sqrt (hD i).le
    · rw [Matrix.diagonal_mul_diagonal, ← Matrix.diagonal_one]
      congr 1
      funext i
      exact mul_inv_cancel₀ (Real.sqrt_pos.2 (hD i)).ne'
  have hVW : V * W = 1 := mul_eq_one_comm.1 hWV
  have hinv : (diagPart A)⁻¹ = V * V := Matrix.inv_eq_right_inv (by
    rw [← hWW, mul_assoc, ← mul_assoc W V, hWV, one_mul, hWV])
  obtain ⟨S, hS⟩ : ∃ S : Matrix n n ℝ, S = 1 - V * A * V := ⟨_, rfl⟩
  have hSs : S.IsSymm := by
    rw [hS, Matrix.IsSymm]
    simp only [Matrix.transpose_sub, Matrix.transpose_one, Matrix.transpose_mul, hVt.eq, hA.eq,
      mul_assoc]
  -- the Jacobi matrix is similar to the symmetric matrix `S`
  have hJ : SemiconjBy W (jacobiMatrix A) S := by
    change W * jacobiMatrix A = S * W
    rw [jacobiMatrix, hinv, hS, mul_sub, sub_mul, mul_one, one_mul, mul_assoc (V * A), hVW,
      mul_one, ← mul_assoc W, ← mul_assoc W, hWV, one_mul]
  have hk : ∀ k : ℕ, W * jacobiMatrix A ^ k = S ^ k * W := fun k => (hJ.pow_right k).eq
  have hsim : Tendsto (fun k : ℕ => jacobiMatrix A ^ k) atTop (𝓝 0) ↔
      Tendsto (fun k : ℕ => S ^ k) atTop (𝓝 0) := by
    constructor <;> intro h
    · have h1 := (h.const_mul W).mul_const V
      simp only [mul_zero, zero_mul] at h1
      exact h1.congr fun k => by rw [hk, mul_assoc, hWV, mul_one]
    · have h1 := (h.mul_const W).const_mul V
      simp only [mul_zero, zero_mul] at h1
      exact h1.congr fun k => by rw [← hk, ← mul_assoc, hVW, one_mul]
  -- quadratic forms in the scaled variable `W x`
  have hq1 : ∀ x, (W *ᵥ x) ⬝ᵥ (W *ᵥ x) = x ⬝ᵥ diagPart A *ᵥ x := by
    intro x
    rw [symm_dot hWt, Matrix.mulVec_mulVec, hWW]
  have hq2 : ∀ x, (W *ᵥ x) ⬝ᵥ S *ᵥ (W *ᵥ x) = x ⬝ᵥ diagPart A *ᵥ x - x ⬝ᵥ A *ᵥ x := by
    intro x
    have h1 : W * (V * A * V) * W = A := by
      calc W * (V * A * V) * W = (W * V) * A * (V * W) := by simp only [mul_assoc]
        _ = A := by rw [hWV, hVW, one_mul, mul_one]
    rw [hS, Matrix.sub_mulVec, Matrix.one_mulVec, dotProduct_sub, hq1, symm_dot hWt,
      Matrix.mulVec_mulVec, Matrix.mulVec_mulVec, h1]
  rw [hsim, symm_pow_tendsto_zero_iff hSs]
  constructor <;> intro h x hx
  · have hne : W *ᵥ x ≠ 0 := by
      intro h0
      apply hx
      rw [← Matrix.one_mulVec x, ← hVW, ← Matrix.mulVec_mulVec, h0, Matrix.mulVec_zero]
    have h1 := h _ hne
    rw [hq1, hq2, abs_lt] at h1
    constructor <;> linarith [h1.1, h1.2]
  · have hx' : W *ᵥ (V *ᵥ x) = x := by rw [Matrix.mulVec_mulVec, hWV, Matrix.one_mulVec]
    have hne : V *ᵥ x ≠ 0 := by
      intro h0
      apply hx
      rw [← hx', h0, Matrix.mulVec_zero]
    have h1 := h _ hne
    rw [← hx', hq1, hq2, abs_lt]
    constructor <;> linarith [h1.1, h1.2]

/-- For a real symmetric `A` with positive diagonal part `D`, the powers of the Jacobi matrix
`1 - D⁻¹ A` tend to zero if and only if `A` and `2D - A` are both positive definite. -/
theorem jacobi_pow_tendsto_zero_iff {A : Matrix n n ℝ} (hA : A.IsSymm) (hD : ∀ i, 0 < A i i) :
    Tendsto (fun k : ℕ => jacobiMatrix A ^ k) atTop (𝓝 0) ↔
      A.PosDef ∧ ((2 : ℝ) • diagPart A - A).PosDef := by
  have hB : ((2 : ℝ) • diagPart A - A).IsSymm :=
    ((Matrix.isSymm_diagonal fun i => A i i).smul (2 : ℝ)).sub hA
  rw [jacobi_energy_iff hA hD, posDef_iff_energy hA, posDef_iff_energy hB]
  simp only [Matrix.sub_mulVec, Matrix.smul_mulVec, dotProduct_sub, dotProduct_smul,
    smul_eq_mul, sub_pos]
  exact ⟨fun h => ⟨fun x hx => (h x hx).1, fun x hx => (h x hx).2⟩,
    fun h x hx => ⟨h.1 x hx, h.2 x hx⟩⟩

/-- Three sites with unit diagonal and coupling `1/2` between any two of them. -/
def threeSite : Matrix (Fin 3) (Fin 3) ℝ :=
  !![1, 1/2, 1/2; 1/2, 1, 1/2; 1/2, 1/2, 1]

/-- The three-site matrix with coupling `1/2` is positive definite, yet the powers of its
Jacobi matrix do not tend to zero. -/
theorem threeSite_posDef_not_tendsto : threeSite.PosDef ∧
    ¬ Tendsto (fun k : ℕ => jacobiMatrix threeSite ^ k) atTop (𝓝 0) := by
  have hs : threeSite.IsSymm :=
    Matrix.IsSymm.ext fun i j => by fin_cases i <;> fin_cases j <;> simp [threeSite]
  have hd : ∀ i, threeSite i i = 1 := fun i => by fin_cases i <;> simp [threeSite]
  have hE : ∀ x : Fin 3 → ℝ,
      x ⬝ᵥ threeSite *ᵥ x = (x ⬝ᵥ x + (x 0 + x 1 + x 2) ^ 2) / 2 := by
    intro x
    simp [threeSite, dotProduct, Matrix.mulVec, Fin.sum_univ_three]
    ring
  refine ⟨(posDef_iff_energy hs).2 fun x hx => ?_, fun h => ?_⟩
  · rw [hE]
    linarith [dot_self_pos hx, sq_nonneg (x 0 + x 1 + x 2)]
  · -- the uniform vector violates the upper bound
    have h1 := ((jacobi_energy_iff hs fun i => by rw [hd]; exact one_pos).1 h
      (fun _ => 1) fun h0 => one_ne_zero (congrFun h0 0)).2
    have hdiag : diagPart threeSite = 1 := by simp only [diagPart, hd, Matrix.diagonal_one]
    rw [hE, hdiag, Matrix.one_mulVec] at h1
    norm_num [dotProduct, Fin.sum_univ_three] at h1

end

end JacobiConvergence
```

```lean
#print axioms JacobiConvergence.jacobi_pow_tendsto_zero_iff
-- 'JacobiConvergence.jacobi_pow_tendsto_zero_iff' depends on axioms: [propext, Classical.choice, Quot.sound]
#print axioms JacobiConvergence.threeSite_posDef_not_tendsto
-- 'JacobiConvergence.threeSite_posDef_not_tendsto' depends on axioms: [propext, Classical.choice, Quot.sound]
```

## From the lemmas to the theorem

`symm_dot` moves a symmetric matrix across the scalar product, `dot_self_pos` gives $x\cdot x>0$, and `posDef_iff_energy` turns `PosDef` into a condition on the quadratic form. `expectation_sq_le` is the Cauchy–Schwarz step.

In `symm_pow_tendsto_zero_iff`, the induction `hgrow` carries out the doubling. Convergence would force the value at power $2^N\ge N$ below $x\cdot x$, a contradiction. In the other direction, `hlt` bounds the eigenvalues and `hentry` is the expansion of $(S^k)_{ij}$.

`jacobi_energy_iff` builds $W$ and $V$, transfers the limit through `hJ` and `hsim`, and translates the quadratic forms with `hq1` and `hq2`. The main theorem then splits the double inequality into two `PosDef` statements. `threeSite_posDef_not_tendsto` proves the three-site example by inserting the unnormalised vector $(1,1,1)$, for which both sides of the upper bound equal 6.
